# The noise floor \(2\sigma^2p/N\) between two linear fits with equal means and independent white noise

Two quantum Monte Carlo programs with the same mean energy at every cell volume still produce different fitted energy curves, because each set of energies carries its own statistical noise. If the expected size of that difference is unknown, it can be mistaken for a disagreement between the programs.

For unweighted least-squares fits in the same linear space, with noise of equal variance at every point and no correlation between points, the size has a closed form. Let \(y=m+e\) and \(y'=m'+e'\) be data vectors on \(N\ge1\) points, with fixed means \(m,m'\) and independent noises \(e,e'\) of zero mean and covariance \(\sigma^2I\). Let \(P\) be the orthogonal projection onto a fitting space \(V\) of dimension \(p\). Then

\[
\mathbb E\,\frac{\|Py-Py'\|^2}{N}=\frac{\|P(m-m')\|^2}{N}+\frac{2\sigma^2p}{N}.
\]

For equal means only the last term, the noise floor, remains.

## Comparing two fitted energy curves

Suppose both programs supply energies at the same seven distinct volumes, with standard error \(\sigma\) for each energy and all fourteen errors independent. A third-order Birch–Murnaghan curve is a cubic polynomial in the inverse two-thirds power of the volume, so with free coefficients it is a linear fit with \(p=4\). A fitting script builds a \(7\times4\) matrix from the powers of that variable, factorises it as \(QR\) with a \(7\times4\) matrix \(Q\) of orthonormal columns, and obtains the fitted energies as \(Py=QQ^{\mathsf T}y\). It then averages the squared differences between the two fitted vectors. For equal means and \(\sigma=1\) meV, the expected result is \(8/7\approx1.14\) meV².

This is a mean square on the data points. The Delta gauge for equations of state is instead a root mean square over a volume interval, taken after the two minimum energies have been set equal, and the formula does not give its value.

## From noise covariance to the floor

Write \(a=m-m'\) and \(d=e-e'\). The components of \(d\) have zero mean. Independence gives \(\mathbb E[e_ie'_j]=\mathbb E[e_i]\,\mathbb E[e'_j]=0\), so

\[
\mathbb E[d_id_j]=\mathbb E[e_ie_j]+\mathbb E[e'_ie'_j]-\mathbb E[e_ie'_j]-\mathbb E[e_je'_i]=2\sigma^2\delta_{ij}.
\]

For a fixed vector \(b\) and a constant \(c\), expanding the square gives

\[
\mathbb E(c+b\cdot d)^2=c^2+2c\sum_i b_i\,\mathbb E[d_i]+\sum_{i,j}b_ib_j\,\mathbb E[d_id_j]=c^2+2\sigma^2\|b\|^2.
\]

Take an orthonormal basis \(u_k\) of \(V\), with \(k=0,\dots,p-1\). Since \(\|Px\|^2=\sum_k(u_k\cdot x)^2\), setting \(b=u_k\) and \(c=u_k\cdot a\) yields

\[
\mathbb E\|P(a+d)\|^2=\sum_k\left[(u_k\cdot a)^2+2\sigma^2\right]=\|Pa\|^2+2\sigma^2p.
\]

By linearity \(Py-Py'=P(a+d)\), and division by \(N\) gives the formula. The floor is attained exactly when \(\|Pa\|^2=0\), that is, when \(Pm=Pm'\). The means themselves may then still differ by a vector orthogonal to \(V\).

## Two points and a constant fit

Let \(N=2\), \(\sigma=1\) meV, and let each noise vector take the values \((\pm1,\pm1)\) meV with equal probability. Fitting a constant replaces both entries by their average, so \(p=1\). The averages of the four noise vectors are \(1,0,0,-1\) meV.

Among the 16 equally likely pairs, the difference of the averages is \(\pm2\) in two cases, \(\pm1\) in eight and \(0\) in six. Its expected square is \((2\cdot4+8\cdot1)/16=1\) meV², in agreement with \(2\sigma^2p/N=2\cdot1\cdot1/2\).

## The Lean file

```lean
import Mathlib

open MeasureTheory ProbabilityTheory Module
open scoped InnerProductSpace

noncomputable section

namespace DeltaNoiseFloor

variable {Ω : Type*} [MeasurableSpace Ω] {μ : Measure Ω} {n : ℕ}

/-- White noise of variance `v` on `n` data points: square-integrable components,
zero mean, and covariance matrix `v` times the identity. -/
structure IsWhiteNoise (μ : Measure Ω) (v : ℝ) (e : Ω → EuclideanSpace ℝ (Fin n)) : Prop where
  memLp : ∀ i, MemLp (fun ω => e ω i) 2 μ
  mean : ∀ i, ∫ ω, e ω i ∂μ = 0
  cov : ∀ i j, ∫ ω, e ω i * e ω j ∂μ = if i = j then v else 0

/-- The mean square per point of a data vector on `n ≥ 1` points. -/
def meanSquare (x : EuclideanSpace ℝ (Fin n)) : ℝ := (∑ i, x i ^ 2) / n

/-- The difference of two independent white noises is white noise, and the variances add. -/
theorem IsWhiteNoise.sub [IsProbabilityMeasure μ] {v v' : ℝ}
    {e e' : Ω → EuclideanSpace ℝ (Fin n)} (he : IsWhiteNoise μ v e)
    (he' : IsWhiteNoise μ v' e') (hind : IndepFun e e' μ) :
    IsWhiteNoise μ (v + v') (fun ω => e ω - e' ω) where
  memLp i := (he.memLp i).sub (he'.memLp i)
  mean i := by
    simp only [PiLp.sub_apply]
    rw [integral_sub ((he.memLp i).integrable (by norm_num))
      ((he'.memLp i).integrable (by norm_num)), he.mean, he'.mean, sub_zero]
  cov i j := by
    have hm : ∀ k : Fin n, Measurable (fun x : EuclideanSpace ℝ (Fin n) => x k) :=
      fun k => (EuclideanSpace.proj (𝕜 := ℝ) k).continuous.measurable
    -- independence and zero mean remove the cross terms
    have cross : ∀ k l, ∫ ω, e ω k * e' ω l ∂μ = 0 := by
      intro k l
      have h : ∫ ω, e ω k * e' ω l ∂μ = (∫ ω, e ω k ∂μ) * ∫ ω, e' ω l ∂μ :=
        (hind.comp (hm k) (hm l)).integral_fun_mul_eq_mul_integral
          (he.memLp k).1 (he'.memLp l).1
      rw [h, he.mean, zero_mul]
    have a1 : Integrable (fun ω => e ω i * e ω j) μ := (he.memLp i).integrable_mul (he.memLp j)
    have a2 : Integrable (fun ω => e' ω i * e' ω j) μ :=
      (he'.memLp i).integrable_mul (he'.memLp j)
    have a3 : ∀ k l, Integrable (fun ω => e ω k * e' ω l) μ :=
      fun k l => (he.memLp k).integrable_mul (he'.memLp l)
    have a4 : Integrable (fun ω => e ω i * e ω j + e' ω i * e' ω j) μ := a1.add a2
    have a5 : Integrable (fun ω => e ω i * e' ω j + e ω j * e' ω i) μ := (a3 i j).add (a3 j i)
    have hexp : ∀ ω, (e ω - e' ω) i * (e ω - e' ω) j =
        (e ω i * e ω j + e' ω i * e' ω j) - (e ω i * e' ω j + e ω j * e' ω i) := by
      intro ω
      simp only [PiLp.sub_apply]
      ring
    simp_rw [hexp]
    rw [integral_sub a4 a5, integral_add a1 a2, integral_add (a3 i j) (a3 j i),
      cross, cross, he.cov, he'.cov]
    split_ifs <;> ring

/-- A constant `c` plus the inner product of a vector `b` with white noise of variance `v` has
second moment `c² + v ‖b‖²`. -/
theorem second_moment_along [IsProbabilityMeasure μ] {v : ℝ}
    {g : Ω → EuclideanSpace ℝ (Fin n)} (hg : IsWhiteNoise μ v g)
    (b : EuclideanSpace ℝ (Fin n)) (c : ℝ) :
    ∫ ω, (c + ⟪b, g ω⟫_ℝ) ^ 2 ∂μ = c ^ 2 + v * ‖b‖ ^ 2 := by
  have h1 : ∀ i, Integrable (fun ω => 2 * c * b i * g ω i) μ :=
    fun i => ((hg.memLp i).integrable (by norm_num)).const_mul _
  have h2 : ∀ i j, Integrable (fun ω => b i * b j * (g ω i * g ω j)) μ :=
    fun i j => ((hg.memLp i).integrable_mul (hg.memLp j)).const_mul _
  have h3 : ∀ i, Integrable (fun ω => ∑ j, b i * b j * (g ω i * g ω j)) μ :=
    fun i => MeasureTheory.integrable_finsetSum _ fun j _ => h2 i j
  have i1 : Integrable (fun ω => ∑ i, 2 * c * b i * g ω i) μ :=
    MeasureTheory.integrable_finsetSum _ fun i _ => h1 i
  have i2 : Integrable (fun ω => ∑ i, ∑ j, b i * b j * (g ω i * g ω j)) μ :=
    MeasureTheory.integrable_finsetSum _ fun i _ => h3 i
  have i3 : Integrable (fun ω => (∑ i, 2 * c * b i * g ω i) +
      ∑ i, ∑ j, b i * b j * (g ω i * g ω j)) μ := i1.add i2
  -- expand the square into constant, linear and quadratic parts
  have hexp : ∀ ω, (c + ⟪b, g ω⟫_ℝ) ^ 2 = c ^ 2 + ((∑ i, 2 * c * b i * g ω i) +
      ∑ i, ∑ j, b i * b j * (g ω i * g ω j)) := by
    intro ω
    have hin : ⟪b, g ω⟫_ℝ = ∑ i, b i * g ω i := by simp [PiLp.inner_apply, mul_comm]
    have hsq : (∑ i, b i * g ω i) ^ 2 = ∑ i, ∑ j, b i * b j * (g ω i * g ω j) := by
      rw [sq, Finset.sum_mul_sum]
      exact Finset.sum_congr rfl fun i _ => Finset.sum_congr rfl fun j _ => by ring
    have hlin : ∑ i, 2 * c * b i * g ω i = 2 * c * ∑ i, b i * g ω i := by
      rw [Finset.mul_sum]
      exact Finset.sum_congr rfl fun i _ => by ring
    rw [hin, hlin, ← hsq]
    ring
  have e1 : ∫ ω, ∑ i, 2 * c * b i * g ω i ∂μ = 0 := by
    rw [MeasureTheory.integral_finsetSum _ fun i _ => h1 i]
    simp only [integral_const_mul, hg.mean, mul_zero, Finset.sum_const_zero]
  have e2 : ∫ ω, ∑ i, ∑ j, b i * b j * (g ω i * g ω j) ∂μ = v * ‖b‖ ^ 2 := by
    rw [MeasureTheory.integral_finsetSum _ fun i _ => h3 i, EuclideanSpace.real_norm_sq_eq, Finset.mul_sum]
    refine Finset.sum_congr rfl fun i _ => ?_
    rw [MeasureTheory.integral_finsetSum _ fun j _ => h2 i j]
    simp only [integral_const_mul, hg.cov, mul_ite, mul_zero, Finset.sum_ite_eq,
      Finset.mem_univ, if_true]
    ring
  simp_rw [hexp]
  rw [integral_add (integrable_const _) i3, integral_add i1 i2, e1, e2]
  simp

/-- The squared length of a projected vector is the sum of its squared components along
an orthonormal basis of the fitting space. -/
theorem norm_sq_projection (V : Submodule ℝ (EuclideanSpace ℝ (Fin n)))
    (x : EuclideanSpace ℝ (Fin n)) :
    ‖V.starProjection x‖ ^ 2 =
      ∑ k, ⟪(stdOrthonormalBasis ℝ V k : EuclideanSpace ℝ (Fin n)), x⟫_ℝ ^ 2 := by
  rw [Submodule.starProjection_apply]
  change ‖V.orthogonalProjectionOnto x‖ ^ 2 = _
  rw [← (stdOrthonormalBasis ℝ V).sum_sq_norm_inner_right]
  refine Finset.sum_congr rfl fun k _ => ?_
  rw [Submodule.inner_orthogonalProjectionOnto_eq_of_mem_left, Real.norm_eq_abs, sq_abs]

/-- Projecting a fixed signal `a` plus white noise of variance `v` gives the expected squared
length `‖P a‖² + v p`, where `p` is the dimension of the fitting space. -/
theorem expected_norm_sq_projection [IsProbabilityMeasure μ] {v : ℝ}
    {g : Ω → EuclideanSpace ℝ (Fin n)} (hg : IsWhiteNoise μ v g)
    (V : Submodule ℝ (EuclideanSpace ℝ (Fin n))) (a : EuclideanSpace ℝ (Fin n)) :
    ∫ ω, ‖V.starProjection (a + g ω)‖ ^ 2 ∂μ =
      ‖V.starProjection a‖ ^ 2 + v * finrank ℝ V := by
  have hint : ∀ (b : EuclideanSpace ℝ (Fin n)) (c : ℝ),
      Integrable (fun ω => (c + ⟪b, g ω⟫_ℝ) ^ 2) μ := by
    intro b c
    have hb : MemLp (fun ω => ⟪b, g ω⟫_ℝ) 2 μ := by
      have h : (fun ω => ⟪b, g ω⟫_ℝ) = fun ω => ∑ i, b i * g ω i := by
        funext ω
        simp [PiLp.inner_apply, mul_comm]
      rw [h]
      exact MeasureTheory.memLp_finsetSum _ fun i _ => (hg.memLp i).const_mul _
    exact ((memLp_const c).add hb).integrable_sq
  have hone : ∀ k, ‖(stdOrthonormalBasis ℝ V k : EuclideanSpace ℝ (Fin n))‖ = 1 :=
    fun k => (stdOrthonormalBasis ℝ V).orthonormal.1 k
  simp_rw [norm_sq_projection, inner_add_right]
  rw [MeasureTheory.integral_finsetSum _ fun k _ => hint _ _]
  -- each of the `p` basis directions contributes the squared component of `a` plus `v`
  simp_rw [second_moment_along hg, hone]
  rw [Finset.sum_add_distrib]
  simp [mul_comm]

/-- For data with means `m`, `m'` and independent white noises of variance `σ²` on `n + 1`
points, the expected mean-square difference after projection is that of the projected means
plus `2 σ² p / (n + 1)`, with `p` the dimension of the fitting space. -/
theorem expected_delta [IsProbabilityMeasure μ] {σ : ℝ}
    {e e' : Ω → EuclideanSpace ℝ (Fin (n + 1))} (he : IsWhiteNoise μ (σ ^ 2) e)
    (he' : IsWhiteNoise μ (σ ^ 2) e') (hind : IndepFun e e' μ)
    (V : Submodule ℝ (EuclideanSpace ℝ (Fin (n + 1)))) (m m' : EuclideanSpace ℝ (Fin (n + 1))) :
    ∫ ω, meanSquare (V.starProjection (m + e ω) - V.starProjection (m' + e' ω)) ∂μ =
      meanSquare (V.starProjection (m - m')) + 2 * σ ^ 2 * finrank ℝ V / (n + 1) := by
  have h : ∀ ω, meanSquare (V.starProjection (m + e ω) - V.starProjection (m' + e' ω)) =
      ‖V.starProjection ((m - m') + (e ω - e' ω))‖ ^ 2 / ((n + 1 : ℕ) : ℝ) := by
    intro ω
    rw [meanSquare, ← EuclideanSpace.real_norm_sq_eq, ← map_sub, add_sub_add_comm]
  simp_rw [h]
  rw [integral_div, expected_norm_sq_projection (he.sub he' hind), meanSquare,
    ← EuclideanSpace.real_norm_sq_eq]
  push_cast
  ring

/-- Noise floor: two data vectors on `n + 1` points with the same mean and independent white noises
of variance `σ²` differ, after orthogonal projection onto a `p`-dimensional fitting space, by an
expected mean square per point of exactly `2 σ² p / (n + 1)`. -/
theorem delta_noise_floor [IsProbabilityMeasure μ] {σ : ℝ}
    {e e' : Ω → EuclideanSpace ℝ (Fin (n + 1))} (he : IsWhiteNoise μ (σ ^ 2) e)
    (he' : IsWhiteNoise μ (σ ^ 2) e') (hind : IndepFun e e' μ)
    (V : Submodule ℝ (EuclideanSpace ℝ (Fin (n + 1)))) (m : EuclideanSpace ℝ (Fin (n + 1))) :
    ∫ ω, meanSquare (V.starProjection (m + e ω) - V.starProjection (m + e' ω)) ∂μ =
      2 * σ ^ 2 * finrank ℝ V / (n + 1) := by
  rw [expected_delta he he' hind, sub_self, map_zero]
  simp [meanSquare]

/-- For independent white noises of variance `σ²`, the expected mean-square difference after
projection equals the noise floor `2 σ² p / (n + 1)` exactly when the two means have the same
projection onto the fitting space. -/
theorem floor_attained_iff [IsProbabilityMeasure μ] {σ : ℝ}
    {e e' : Ω → EuclideanSpace ℝ (Fin (n + 1))} (he : IsWhiteNoise μ (σ ^ 2) e)
    (he' : IsWhiteNoise μ (σ ^ 2) e') (hind : IndepFun e e' μ)
    (V : Submodule ℝ (EuclideanSpace ℝ (Fin (n + 1)))) (m m' : EuclideanSpace ℝ (Fin (n + 1))) :
    ∫ ω, meanSquare (V.starProjection (m + e ω) - V.starProjection (m' + e' ω)) ∂μ =
      2 * σ ^ 2 * finrank ℝ V / (n + 1) ↔ V.starProjection m = V.starProjection m' := by
  have hn : ((n + 1 : ℕ) : ℝ) ≠ 0 := Nat.cast_ne_zero.mpr n.succ_ne_zero
  rw [expected_delta he he' hind, add_eq_right, meanSquare, ← EuclideanSpace.real_norm_sq_eq,
    div_eq_zero_iff, or_iff_left hn, sq_eq_zero_iff, norm_eq_zero, map_sub, sub_eq_zero]

/-- Four equally likely outcomes. -/
def fourOutcomes : Measure (Fin 4) := (4 : ENNReal)⁻¹ • Measure.count

instance : IsProbabilityMeasure fourOutcomes :=
  ⟨by simp [fourOutcomes, ENNReal.inv_mul_cancel]⟩

/-- Noise on two data points that takes the values `(±σ, ±σ)`, one for each outcome. -/
def signNoise (σ : ℝ) : Fin 4 → EuclideanSpace ℝ (Fin 2) :=
  ![!₂[σ, σ], !₂[σ, -σ], !₂[-σ, σ], !₂[-σ, -σ]]

/-- Two separate draws of the sign noise are independent white noises of variance `σ²`. -/
theorem delta_noise_floor_witness (σ : ℝ) :
    IsWhiteNoise (fourOutcomes.prod fourOutcomes) (σ ^ 2) (fun ω => signNoise σ ω.1) ∧
    IsWhiteNoise (fourOutcomes.prod fourOutcomes) (σ ^ 2) (fun ω => signNoise σ ω.2) ∧
    IndepFun (fun ω => signNoise σ ω.1) (fun ω => signNoise σ ω.2)
      (fourOutcomes.prod fourOutcomes) := by
  have hI : ∀ f : Fin 4 → ℝ, ∫ a, f a ∂fourOutcomes = (f 0 + f 1 + f 2 + f 3) / 4 := by
    intro f
    rw [fourOutcomes, integral_smul_measure, integral_count, Fin.sum_univ_four]
    simp only [ENNReal.toReal_inv, ENNReal.toReal_ofNat, smul_eq_mul]
    ring
  have hmean : ∀ i, ∫ a, signNoise σ a i ∂fourOutcomes = 0 := by
    intro i
    rw [hI]
    fin_cases i <;> simp [signNoise]
  have hcov : ∀ i j, ∫ a, signNoise σ a i * signNoise σ a j ∂fourOutcomes =
      if i = j then σ ^ 2 else 0 := by
    intro i j
    rw [hI]
    fin_cases i <;> fin_cases j <;> simp [signNoise] <;> ring
  refine ⟨⟨fun i => MemLp.of_discrete, fun i => ?_, fun i j => ?_⟩,
    ⟨fun i => MemLp.of_discrete, fun i => ?_, fun i j => ?_⟩,
    indepFun_prod (measurable_of_finite _) (measurable_of_finite _)⟩
  · exact (integral_fun_fst (fun a => signNoise σ a i)).trans (by simp [hmean])
  · exact (integral_fun_fst (fun a => signNoise σ a i * signNoise σ a j)).trans (by simp [hcov])
  · exact (integral_fun_snd (fun a => signNoise σ a i)).trans (by simp [hmean])
  · exact (integral_fun_snd (fun a => signNoise σ a i * signNoise σ a j)).trans (by simp [hcov])

end DeltaNoiseFloor
```

```lean
#print axioms DeltaNoiseFloor.delta_noise_floor
#print axioms DeltaNoiseFloor.floor_attained_iff
```

```
'DeltaNoiseFloor.delta_noise_floor' depends on axioms: [propext, Classical.choice, Quot.sound]
'DeltaNoiseFloor.floor_attained_iff' depends on axioms: [propext, Classical.choice, Quot.sound]
```

## How the Lean statements encode the fit

In the three main theorems the number of points is \(N=\) `n + 1`, so it is never zero; in the earlier definitions and lemmas it is `n`. Data vectors live in `EuclideanSpace`, `μ` is a probability measure, and the integrals over it are expectations. `IsWhiteNoise` requires square-integrable components, zero mean and covariance `v` times the identity, without a Gaussian assumption. `IndepFun` makes the two whole noise vectors independent. The fitting space is the submodule `V`, its dimension \(p\) is `finrank ℝ V`, and \(P\) is `V.starProjection`.

`expected_delta` is the general formula, `delta_noise_floor` the case of equal means, and `floor_attained_iff` the equality condition. `delta_noise_floor_witness` shows that the sign noise of the example, for any real `σ`, satisfies the noise and independence hypotheses.

## From the lemmas to the floor

`IsWhiteNoise.sub` computes the covariance of \(d\); its local fact `cross` removes the mixed terms by independence. `second_moment_along` expands the square and uses square-integrability to exchange integrals with finite sums. `norm_sq_projection` supplies the basis expansion, and `expected_norm_sq_projection` adds the contributions of the \(p\) unit vectors.

`expected_delta` regroups the difference as \(P(a+d)\) and divides by the number of points. Setting the means equal gives the floor. For the equality condition, the proof cancels the floor from both sides and uses that a vector of zero norm is zero.

## An expectation under white noise

The theorems fix an expectation. A single comparison can fall above or below it, and its distribution is left open. For equal means, the expected root mean square is at most \(\sqrt{2\sigma^2p/N}\), by Jensen's inequality.

Error bars that vary from volume to volume, noise correlated between volumes and fits with nonlinear parameters lie outside these theorems. If the error bars are uniform within each program but differ between the two, \(2\sigma^2\) is replaced by the sum of the two variances, by `IsWhiteNoise.sub` and `expected_norm_sq_projection`. Independence enters the derivation only through the vanishing cross moments \(\mathbb E[e_ie'_j]\). If two runs share their random numbers so that \(e'=e\), these moments do not all vanish for \(\sigma\ne0\), and with equal means the fitted difference is zero.

The formula applies to a real calculation when its noise satisfies the hypotheses above and its fitted values are \(Py\), which an unweighted least-squares fit in the fixed space \(V\) gives up to rounding error.
